# The mean resistivity of an isotropic polycrystal of anisotropic uniaxial grains exceeds its inverse mean conductivity

Let each grain k of a three-dimensional polycrystal have resistivity a > 0 along a unit axis m_k and b > 0 perpendicular to it. Let the weights w_k satisfy

Σ_k w_k m_k m_kᵀ = I/3.

Then averaging the resistivity tensors gives (a + 2b)/3 times the identity I, while averaging the conductivity tensors and inverting gives 3ab/(2a + b) times I. The second value is strictly smaller exactly when a ≠ b. For a = 2 and b = 1 the two values are 4/3 and 6/5.

In anisotropic magnetoresistance, m_k can be read as the magnetisation direction in grain k. When a and b come from a transport calculation for a single grain, the difference measures how much the choice of average matters, within this two-parameter model without grain boundaries.

## A uniaxial tensor in each grain

The assumed resistivity tensor is

R_k = b I + (a − b) m_k m_kᵀ.

It is symmetric, so it has no Hall part, and all directions perpendicular to m_k are equivalent. Averaging R_k corresponds to the same current density in every grain, and averaging R_k⁻¹ to the same electric field in every grain. Neither average takes account of how the grains are arranged, so in general neither gives the exact effective resistivity.

```lean
import Mathlib

open Matrix

namespace PolycrystalMagnetoresistance

noncomputable section

variable {ι : Type*} [Fintype ι] {d : ℕ}
```

The finite type `ι` labels the grains, and `d` is the dimension of space. An axis is a function `Fin d → ℝ`, and `vecMulVec m m` is the dyad m mᵀ.

```lean
/-- Resistivity tensor of a crystallite with unit axis `m`: `a` along the axis and `b`
perpendicular to it. -/
def resistivity (a b : ℝ) (m : Fin d → ℝ) : Matrix (Fin d) (Fin d) ℝ :=
  b • (1 : Matrix (Fin d) (Fin d) ℝ) + (a - b) • vecMulVec m m
```

The function `average` is a plain weighted sum. It does not divide by the total weight.

```lean
/-- Weighted sum of a tensor over the crystallites. -/
def average (w : ι → ℝ) (T : ι → Matrix (Fin d) (Fin d) ℝ) : Matrix (Fin d) (Fin d) ℝ :=
  ∑ k, w k • T k
```

## Axes of unit length

Unit length makes a and b the actual principal resistivities. By hand, it enters through the projector P = m mᵀ:

P² = m (m·m) mᵀ = P.

Multiplying R by the same expression with reciprocal parameters then gives

(b I + (a − b)P)(b⁻¹ I + (a⁻¹ − b⁻¹)P) = I + cP,

c = b(a⁻¹ − b⁻¹) + (a − b)b⁻¹ + (a − b)(a⁻¹ − b⁻¹) = 0.

So the conductivity has the same form as the resistivity, with 1/a and 1/b in place of a and b. In the proof below, `hP` is the projector identity and `h0` is c = 0. `Matrix.inv_eq_right_inv` turns the product into a statement about the matrix inverse. This step needs a and b only to be nonzero.

```lean
/-- For a unit axis and nonzero `a`, `b`, the conductivity tensor has the same form as the
resistivity tensor, with `a` and `b` replaced by their reciprocals. -/
theorem resistivity_inv {a b : ℝ} (ha : a ≠ 0) (hb : b ≠ 0) {m : Fin d → ℝ}
    (hm : m ⬝ᵥ m = 1) : (resistivity a b m)⁻¹ = resistivity a⁻¹ b⁻¹ m := by
  -- the dyad of a unit vector is a projector
  have hP : vecMulVec m m * vecMulVec m m = vecMulVec m m := by
    have hm' : ∑ x, m x * m x = 1 := hm
    ext i j
    simp only [Matrix.mul_apply, vecMulVec_apply]
    calc ∑ x, m i * m x * (m x * m j) = m i * (∑ x, m x * m x) * m j := by
          rw [Finset.mul_sum, Finset.sum_mul]
          exact Finset.sum_congr rfl fun x _ => by ring
      _ = m i * m j := by rw [hm', mul_one]
  have ha' := mul_inv_cancel₀ ha
  have hb' := mul_inv_cancel₀ hb
  have h0 : b * (a⁻¹ - b⁻¹) + (a - b) * b⁻¹ + (a - b) * (a⁻¹ - b⁻¹) = 0 := by
    linear_combination ha' - hb'
  apply Matrix.inv_eq_right_inv
  unfold resistivity
  simp only [add_mul, mul_add, smul_mul_assoc, mul_smul_comm, one_mul, mul_one, hP]
  trans (b * b⁻¹) • (1 : Matrix (Fin d) (Fin d) ℝ) +
    (b * (a⁻¹ - b⁻¹) + (a - b) * b⁻¹ + (a - b) * (a⁻¹ - b⁻¹)) • vecMulVec m m
  · module
  · rw [h0, hb', one_smul, zero_smul, add_zero]
```

Without unit length the averages change. Take axes of length 2 along x, y and z, each with weight 1/12. The averaged dyad is still I/3, but the averaged resistivity is b/4 + (a − b)/3 times I, which differs from (a + 2b)/3 by 3b/4.

## Weights of total one

A total weight of one means that the w_k act as fractions of the sample. The derivation uses it on the isotropic part of R_k:

Σ_k w_k R_k = (Σ_k w_k) b I + (a − b) Σ_k w_k m_k m_kᵀ = b I + (a − b) Σ_k w_k m_k m_kᵀ.

All information about the texture, the distribution of axes, therefore enters through the averaged dyad. The proof splits the sum into the same two terms and uses `hw` in the first.

```lean
/-- For weights of sum one, the averaged resistivity depends on the texture only through the
averaged dyad of the crystallite axes. -/
theorem average_resistivity (a b : ℝ) {w : ι → ℝ} (hw : ∑ k, w k = 1)
    (m : ι → Fin d → ℝ) :
    average w (fun k => resistivity a b (m k)) =
      b • (1 : Matrix (Fin d) (Fin d) ℝ) +
        (a - b) • average w (fun k => vecMulVec (m k) (m k)) := by
  simp only [average, resistivity, smul_add, Finset.sum_add_distrib]
  congr 1
  · rw [← Finset.sum_smul, hw, one_smul]
  · rw [Finset.smul_sum]
    exact Finset.sum_congr rfl fun k _ => smul_comm _ _ _
```

With a single grain of weight 2, the left side contains 2b I where the right side has b I, so the identity fails for b ≠ 0.

## An isotropic second moment

The condition `hiso` says that the averaged dyad has no preferred direction. It is weaker than a uniform distribution of axes, since it fixes only the second moment. In d dimensions it reads

Σ_k w_k m_k m_kᵀ = I/d.

Each dyad of a unit vector has trace 1 and I/d has trace 1, so taking the trace gives Σ_k w_k = 1. Normalisation is thus derived here. Inserting the condition into the previous formula gives

Σ_k w_k R_k = (b + (a − b)/d) I = ((a + (d − 1)b)/d) I.

The proof takes the trace of `hiso` to obtain `hw`, then rewrites with `average_resistivity` and `hiso`. The scalar identity is closed by `linear_combination`. The hypothesis `1 ≤ d` permits division by d.

```lean
/-- In any dimension `d ≥ 1`, if the axes are unit vectors and their averaged dyad is `1/d` times
the identity, the averaged resistivity is `(a + (d-1) b)/d` times the identity. -/
theorem isotropic_resistivity (hd : 1 ≤ d) (a b : ℝ) {w : ι → ℝ} {m : ι → Fin d → ℝ}
    (hm : ∀ k, m k ⬝ᵥ m k = 1)
    (hiso : average w (fun k => vecMulVec (m k) (m k)) = (1 / (d : ℝ)) • 1) :
    average w (fun k => resistivity a b (m k)) = ((a + ((d : ℝ) - 1) * b) / d) • 1 := by
  have hd0 : (d : ℝ) ≠ 0 := by
    have : d ≠ 0 := by omega
    exact_mod_cast this
  have h1 : 1 / (d : ℝ) * d = 1 := one_div_mul_cancel hd0
  -- the trace of the isotropy condition normalises the weights
  have hw : ∑ k, w k = 1 := by
    have ht : ∀ k, Matrix.trace (vecMulVec (m k) (m k)) = 1 := fun k => by
      simpa [Matrix.trace, dotProduct, vecMulVec_apply] using hm k
    have h := congrArg Matrix.trace hiso
    simp only [average, Matrix.trace_sum, Matrix.trace_smul, ht, smul_eq_mul, mul_one,
      Matrix.trace_one, Fintype.card_fin] at h
    rw [h, h1]
  rw [average_resistivity a b hw, hiso, smul_smul, ← add_smul]
  congr 1
  rw [eq_div_iff hd0]
  linear_combination (a - b) * h1
```

A single grain of weight 1 with its axis along z violates the condition in three dimensions. Its averaged resistivity is diag(b, b, a), which is not a multiple of I when a ≠ b.

## Positive principal resistivities

Positive a and b mean that a current dissipates energy in every direction. For the conductivity, the previous result applies with reciprocal parameters:

Σ_k w_k R_k⁻¹ = ((1/a + (d − 1)/b)/d) I = (((d − 1)a + b)/(d a b)) I.

Positivity makes the numerator nonzero, so the inverse is

(Σ_k w_k R_k⁻¹)⁻¹ = (d a b/((d − 1)a + b)) I.

In the proof, `hD` records the nonzero denominator and `hc` shows that the two scalars multiply to one. The inverses on the left are matrix inverses, first of each grain's tensor and then of the average.

```lean
/-- In any dimension `d ≥ 1` and for positive `a`, `b`, if the axes are unit vectors and their
averaged dyad is `1/d` times the identity, inverting the averaged conductivity gives
`d a b/((d-1) a + b)` times the identity. -/
theorem isotropic_conductivity_inv (hd : 1 ≤ d) {a b : ℝ} (ha : 0 < a) (hb : 0 < b)
    {w : ι → ℝ} {m : ι → Fin d → ℝ} (hm : ∀ k, m k ⬝ᵥ m k = 1)
    (hiso : average w (fun k => vecMulVec (m k) (m k)) = (1 / (d : ℝ)) • 1) :
    (average w (fun k => (resistivity a b (m k))⁻¹))⁻¹ =
      ((d : ℝ) * a * b / (((d : ℝ) - 1) * a + b)) • 1 := by
  have hd1 : (1 : ℝ) ≤ d := by exact_mod_cast hd
  have hd0 : (d : ℝ) ≠ 0 := by linarith
  have hD : ((d : ℝ) - 1) * a + b ≠ 0 := by
    have := mul_nonneg (sub_nonneg.mpr hd1) ha.le
    linarith
  have key : (a⁻¹ + ((d : ℝ) - 1) * b⁻¹) * (a * b) = ((d : ℝ) - 1) * a + b := by
    linear_combination b * mul_inv_cancel₀ ha.ne' +
      ((d : ℝ) - 1) * a * mul_inv_cancel₀ hb.ne'
  have hc : (a⁻¹ + ((d : ℝ) - 1) * b⁻¹) / d *
      ((d : ℝ) * a * b / (((d : ℝ) - 1) * a + b)) = 1 := by
    rw [div_mul_div_comm, div_eq_one_iff_eq (mul_ne_zero hd0 hD)]
    linear_combination (d : ℝ) * key
  simp only [fun k => resistivity_inv ha.ne' hb.ne' (hm k)]
  rw [isotropic_resistivity hd a⁻¹ b⁻¹ hm hiso]
  apply Matrix.inv_eq_right_inv
  rw [smul_mul_assoc, one_mul, smul_smul, hc, one_smul]
```

Positivity also fixes the direction of the inequality. For a = −1, b = −2 and d = 3, the averaged resistivity is −5/3 and the inverse averaged conductivity is −3/2, so the order is reversed. Nonzero a and b alone are therefore not enough for the comparison.

## At least two dimensions and a ≠ b

The condition a ≠ b says that the grains are anisotropic, and d ≥ 2 supplies a direction perpendicular to the axis. Over a common denominator, the difference of the two scalars has numerator

(a + (d − 1)b)((d − 1)a + b) − d²ab = (d − 1)(a² + b² − 2ab).

Hence

(a + (d − 1)b)/d − d a b/((d − 1)a + b) = (d − 1)(a − b)²/(d((d − 1)a + b)).

For d ≥ 2 and positive a, b this is zero when a = b and positive otherwise. The proof states this identity as `gap` and treats the two directions of the equivalence separately.

```lean
/-- In dimension `d ≥ 2` and for positive `a`, `b`, the scalar `d a b/((d-1) a + b)` is strictly
below `(a + (d-1) b)/d` exactly when `a ≠ b`. -/
theorem averages_lt_iff (hd : 2 ≤ d) {a b : ℝ} (ha : 0 < a) (hb : 0 < b) :
    (d : ℝ) * a * b / (((d : ℝ) - 1) * a + b) < (a + ((d : ℝ) - 1) * b) / d ↔ a ≠ b := by
  have hd2 : (2 : ℝ) ≤ d := by exact_mod_cast hd
  have hd0 : (0 : ℝ) < d := by linarith
  have hd1 : (0 : ℝ) < (d : ℝ) - 1 := by linarith
  have hD : 0 < ((d : ℝ) - 1) * a + b := add_pos (mul_pos hd1 ha) hb
  -- the gap is quadratic in the anisotropy
  have gap : (a + ((d : ℝ) - 1) * b) / d - (d : ℝ) * a * b / (((d : ℝ) - 1) * a + b) =
      ((d : ℝ) - 1) * (a - b) ^ 2 / (d * (((d : ℝ) - 1) * a + b)) := by
    rw [div_sub_div _ _ hd0.ne' hD.ne']
    congr 1
    ring
  constructor
  · intro h hab
    have h0 : ((d : ℝ) - 1) * (a - b) ^ 2 / (d * (((d : ℝ) - 1) * a + b)) = 0 := by
      rw [sub_eq_zero.mpr hab]
      simp
    linarith
  · intro hab
    have hs : 0 < (a - b) ^ 2 := by
      have := sub_ne_zero.mpr hab
      positivity
    have := div_pos (mul_pos hd1 hs) (mul_pos hd0 hD)
    linarith
```

In one dimension both scalars equal a, whatever b is, so the strict inequality fails even for a ≠ b.

## Three dimensions and a set of axes that qualifies

Setting d = 3 gives the opening result. The conclusion of `polycrystal_resistivity` has three parts: two matrix equations, where `• 1` means a scalar times the identity, and the equivalence between strict inequality and a ≠ b. The proof specialises the three general theorems and simplifies 3 − 1 to 2. The weights may have either sign, because the isotropic formulas use only their sum and the averaged dyad.

```lean
/-- Three-dimensional polycrystal with positive `a`, `b`, unit axes and averaged dyad `1/3` times
the identity: averaging resistivities gives `(a + 2b)/3` times the identity, inverting the averaged
conductivity gives `3ab/(2a + b)` times the identity, and the latter scalar is strictly smaller
exactly when `a ≠ b`. -/
theorem polycrystal_resistivity {a b : ℝ} (ha : 0 < a) (hb : 0 < b)
    {w : ι → ℝ} {m : ι → Fin 3 → ℝ} (hm : ∀ k, m k ⬝ᵥ m k = 1)
    (hiso : average w (fun k => vecMulVec (m k) (m k)) = (1 / 3 : ℝ) • 1) :
    average w (fun k => resistivity a b (m k)) = ((a + 2 * b) / 3) • 1 ∧
    (average w (fun k => (resistivity a b (m k))⁻¹))⁻¹ = (3 * a * b / (2 * a + b)) • 1 ∧
    (3 * a * b / (2 * a + b) < (a + 2 * b) / 3 ↔ a ≠ b) := by
  have hiso' : average w (fun k => vecMulVec (m k) (m k)) = (1 / ((3 : ℕ) : ℝ)) • 1 := by
    rw [hiso]
    norm_num
  have e : (3 : ℝ) - 1 = 2 := by norm_num
  have h1 := isotropic_resistivity (by norm_num) a b hm hiso'
  have h2 := isotropic_conductivity_inv (by norm_num) ha hb hm hiso'
  have h3 := averages_lt_iff (d := 3) (by norm_num) ha hb
  simp only [Nat.cast_ofNat, e] at h1 h2 h3
  exact ⟨h1, h2, h3⟩
```

Three equally weighted grains with axes along x, y and z satisfy the conditions on the axes and weights. The vector `Pi.single k 1` is the kth coordinate vector, and the proof checks the nine matrix entries.

```lean
/-- Three equally weighted crystallites with axes along `x`, `y` and `z` have unit axes and
averaged dyad `1/3` times the identity. -/
theorem polycrystal_resistivity_witness :
    (∀ k : Fin 3, (Pi.single k 1 : Fin 3 → ℝ) ⬝ᵥ Pi.single k 1 = 1) ∧
    average (fun _ : Fin 3 => (1 / 3 : ℝ))
      (fun k => vecMulVec (Pi.single k 1 : Fin 3 → ℝ) (Pi.single k 1)) =
        (1 / 3 : ℝ) • 1 := by
  constructor
  · intro k
    simp
  · ext i j
    simp only [average, Matrix.sum_apply, Matrix.smul_apply, vecMulVec_apply,
      Fin.sum_univ_three]
    fin_cases i <;> fin_cases j <;> simp
```

## Nonnegative weights for a textured sample

Nonnegative weights mean that no grain fills a negative fraction of the sample. They matter when the isotropy condition is replaced by an arbitrary texture with total weight one. Choose a unit direction n and define the mean squared cosine

q = Σ_k w_k (m_k·n)².

By Cauchy–Schwarz (m_k·n)² ≤ 1, so nonnegative weights of sum one give 0 ≤ q ≤ 1. Along n, the averaged resistivity is qa + (1 − q)b and the averaged conductivity is q/a + (1 − q)/b. Their product is

q² + (1 − q)² + q(1 − q)(a/b + b/a) = 1 + q(1 − q)(a − b)²/(ab) ≥ 1.

In Lean, the component of an averaged tensor T along n is `n ⬝ᵥ (T *ᵥ n)`, that is, nᵀTn. The proof obtains the squared cosines in `proj` and their bound in `hle`. It then derives `hq0` and `hq1`, evaluates both components with `hR`, and expands the product in `key`.

```lean
/-- For any texture with unit axes and nonnegative weights of sum one, and positive `a`, `b`,
the averaged resistivity and averaged conductivity along a unit direction `n` have product at
least one. -/
theorem textured_product_ge_one {a b : ℝ} (ha : 0 < a) (hb : 0 < b)
    {w : ι → ℝ} (hw0 : ∀ k, 0 ≤ w k) (hw : ∑ k, w k = 1)
    {m : ι → Fin d → ℝ} (hm : ∀ k, m k ⬝ᵥ m k = 1) {n : Fin d → ℝ} (hn : n ⬝ᵥ n = 1) :
    1 ≤ (n ⬝ᵥ (average w (fun k => resistivity a b (m k)) *ᵥ n)) *
      (n ⬝ᵥ (average w (fun k => (resistivity a b (m k))⁻¹) *ᵥ n)) := by
  have proj : ∀ k, n ⬝ᵥ (vecMulVec (m k) (m k) *ᵥ n) = (m k ⬝ᵥ n) ^ 2 := fun k => by
    simp only [dotProduct, Matrix.mulVec, vecMulVec_apply]
    rw [sq, Finset.sum_mul]
    refine Finset.sum_congr rfl fun i _ => ?_
    rw [Finset.mul_sum, Finset.mul_sum]
    exact Finset.sum_congr rfl fun j _ => by ring
  have hle : ∀ k, (m k ⬝ᵥ n) ^ 2 ≤ 1 := fun k => by
    have h := Finset.sum_mul_sq_le_sq_mul_sq Finset.univ (m k) n
    have h1 : ∑ i, m k i ^ 2 = 1 := by simpa [dotProduct, sq] using hm k
    have h2 : ∑ i, n i ^ 2 = 1 := by simpa [dotProduct, sq] using hn
    rw [h1, h2, mul_one] at h
    exact h
  -- q is the mean squared cosine between the axes and n
  obtain ⟨q, hq⟩ : ∃ q, q = ∑ k, w k * (m k ⬝ᵥ n) ^ 2 := ⟨_, rfl⟩
  have hq0 : 0 ≤ q := by
    rw [hq]
    exact Finset.sum_nonneg fun k _ => mul_nonneg (hw0 k) (sq_nonneg _)
  have hq1 : q ≤ 1 := by
    rw [hq, ← hw]
    exact Finset.sum_le_sum fun k _ => mul_le_of_le_one_right (hw0 k) (hle k)
  have hP : n ⬝ᵥ (average w (fun k => vecMulVec (m k) (m k)) *ᵥ n) = q := by
    rw [hq, average, Matrix.sum_mulVec, dotProduct_sum]
    refine Finset.sum_congr rfl fun k _ => ?_
    rw [Matrix.smul_mulVec, dotProduct_smul, smul_eq_mul, proj]
  have hR : ∀ s t : ℝ, n ⬝ᵥ (average w (fun k => resistivity s t (m k)) *ᵥ n) =
      t + (s - t) * q := fun s t => by
    rw [average_resistivity s t hw, Matrix.add_mulVec, Matrix.smul_mulVec,
      Matrix.smul_mulVec, Matrix.one_mulVec, dotProduct_add, dotProduct_smul,
      dotProduct_smul, hn, hP, smul_eq_mul, smul_eq_mul, mul_one]
  simp only [fun k => resistivity_inv ha.ne' hb.ne' (hm k)]
  rw [hR, hR]
  have key : (b + (a - b) * q) * (b⁻¹ + (a⁻¹ - b⁻¹) * q) =
      1 + q * (1 - q) * ((a - b) ^ 2 * (a⁻¹ * b⁻¹)) := by
    field_simp
    ring
  have hpos : 0 ≤ q * (1 - q) * ((a - b) ^ 2 * (a⁻¹ * b⁻¹)) :=
    mul_nonneg (mul_nonneg hq0 (sub_nonneg.mpr hq1)) (by positivity)
  linarith

end

end PolycrystalMagnetoresistance
```

With a negative weight the bound can fail. In two dimensions, take weights 2 and −1 for axes along x and y, with n along x, a = 2 and b = 1. The averaged resistivity along n is 2·2 − 1 = 3, the averaged conductivity is 2·(1/2) − 1 = 0, and their product is 0. The unit length of n matters too: for a = b and n of length 1/2, the product is 1/16.

```lean
#print axioms PolycrystalMagnetoresistance.polycrystal_resistivity
-- 'PolycrystalMagnetoresistance.polycrystal_resistivity' depends on axioms: [propext, Classical.choice, Quot.sound]
#print axioms PolycrystalMagnetoresistance.textured_product_ge_one
-- 'PolycrystalMagnetoresistance.textured_product_ge_one' depends on axioms: [propext, Classical.choice, Quot.sound]
```
